# $Q_4^2$ and $Q_6^2$ for ideal simple cubic, fcc and icosahedral neighbour shells

To classify the local structure around an atom in a simulation snapshot, one can collect the unit vectors to its neighbours, called bonds here, compute the bond-orientational order parameters $Q_4$ and $Q_6$, and compare them with the values for ideal shells. The comments in the Lean code say "bond-order parameter" for short; the bond order of a chemical bond is a different quantity. The squared values below are exact for undistorted, equally weighted shells, and the last two columns give their square roots to three decimals; thermal motion, or a cutoff that selects other neighbours, can change the numbers that a snapshot gives.

| Shell | Bonds | $Q_4^2$ | $Q_6^2$ | $Q_4$ | $Q_6$ |
|---|---|---|---|---|---|
| simple cubic | 6 | $7/12$ | $1/8$ | 0.764 | 0.354 |
| fcc | 12 | $7/192$ | $169/512$ | 0.191 | 0.575 |
| icosahedral | 12 | $0$ | $11/25$ | 0 | 0.663 |

## An average over pairs of bonds

For $N\ge 1$ unit bonds $r_i$, let

$$Q_l^2=\frac1{N^2}\sum_{i,j}P_l(r_i\cdot r_j),$$

where $P_l$ is the Legendre polynomial of degree $l$. Codes often sum spherical harmonics instead. The addition theorem connects the two forms; it is textbook background here, and the Lean development starts from the Legendre form.

```lean
import Mathlib

open Matrix

namespace BondOrderInvariants

noncomputable section
```

The two polynomials are written out explicitly.

```lean
/-- The Legendre polynomial of degree four. -/
def legendre4 (x : ℝ) : ℝ := (35 * x ^ 4 - 30 * x ^ 2 + 3) / 8

/-- The Legendre polynomial of degree six. -/
def legendre6 (x : ℝ) : ℝ := (231 * x ^ 6 - 315 * x ^ 4 + 105 * x ^ 2 - 5) / 16
```

In `Qsq`, a bond is a vector `Fin 3 → ℝ`, the bonds are labelled by a finite type `ι`, and `⬝ᵥ` is the dot product. The double sum includes $i=j$ and counts both orders of each pair. The definition accepts any function `P` and vectors of any length, so unit length has to be supplied separately.

```lean
/-- The squared bond-order parameter: the average of `P (rᵢ · rⱼ)` over all ordered pairs
of bonds, for a nonempty finite family of bonds `r`. -/
def Qsq {ι : Type*} [Fintype ι] (P : ℝ → ℝ) (r : ι → Fin 3 → ℝ) : ℝ :=
  (∑ i, ∑ j, P (r i ⬝ᵥ r j)) / (Fintype.card ι : ℝ) ^ 2
```

All three shells are symmetric under inversion. It is therefore enough to list one bond from each opposite pair, called an axis below; `shell` adds the opposites.

```lean
/-- The shell made of the given bonds and their opposites. -/
def shell {ι : Type*} (a : ι → Fin 3 → ℝ) : ι ⊕ ι → Fin 3 → ℝ :=
  Sum.elim a (fun i => -a i)
```

The simple cubic axes are the Cartesian ones. The fcc axes are six face diagonals divided by $\sqrt2$.

```lean
/-- The three Cartesian axes, half of the simple cubic shell. -/
def scAxis : Fin 3 → Fin 3 → ℝ := ![![1, 0, 0], ![0, 1, 0], ![0, 0, 1]]

/-- Six face diagonals of a cube, before normalisation. -/
def fccVec : Fin 6 → Fin 3 → ℝ :=
  ![![1, 1, 0], ![1, -1, 0], ![1, 0, 1], ![1, 0, -1], ![0, 1, 1], ![0, 1, -1]]

/-- The six normalised face diagonals, half of the fcc shell. -/
def fccAxis (i : Fin 6) : Fin 3 → ℝ := (√2)⁻¹ • fccVec i
```

The icosahedral axes use the golden ratio $\varphi=(1+\sqrt5)/2$ and are divided by $\sqrt{1+\varphi^2}$.

```lean
/-- The golden ratio. -/
def golden : ℝ := (1 + √5) / 2

/-- Six vertices of an icosahedron, one from each opposite pair, before normalisation. -/
def icoVec : Fin 6 → Fin 3 → ℝ :=
  ![![0, 1, golden], ![0, 1, -golden], ![1, golden, 0], ![1, -golden, 0],
    ![golden, 0, 1], ![-golden, 0, 1]]

/-- The six normalised vertex directions, half of the icosahedral shell. -/
def icoAxis (i : Fin 6) : Fin 3 → ℝ := (√(1 + golden ^ 2))⁻¹ • icoVec i
```

Both polynomials contain only even powers, so $P_l(-x)=P_l(x)$. Lean confirms this by expanding them.

```lean
/-- The Legendre polynomials of degree four and six are even. -/
theorem legendre_even :
    (∀ x, legendre4 (-x) = legendre4 x) ∧ (∀ x, legendre6 (-x) = legendre6 x) := by
  constructor
  · intro x
    unfold legendre4
    ring
  · intro x
    unfold legendre6
    ring
```

## A positive squared length for normalisation

The hypothesis `0 < c` says that the squared length used for normalisation belongs to a vector with a direction. By hand,

$$\frac{u}{\sqrt c}\cdot\frac{v}{\sqrt c}=\frac{u\cdot v}{c},$$

which uses $(\sqrt c)^2=c$. The proof uses $c\ge0$ at the same place, through `Real.mul_self_sqrt`. For negative $c$ the Lean identity can fail, because Lean sets $\sqrt c=0$ there. The case $c=0$ is left out because a zero vector has no direction to normalise. The fcc case has $c=2$ and the icosahedral case $c=1+\varphi^2$.

```lean
/-- Dividing two vectors by `√c`, with `c` positive, divides their inner product by `c`. -/
theorem scaled_dot {c : ℝ} (hc : 0 < c) (u v : Fin 3 → ℝ) :
    ((√c)⁻¹ • u) ⬝ᵥ ((√c)⁻¹ • v) = (u ⬝ᵥ v) / c := by
  have h : (√c)⁻¹ * (√c)⁻¹ = c⁻¹ := by
    rw [← mul_inv, Real.mul_self_sqrt hc.le]
  simp only [smul_dotProduct, dotProduct_smul, smul_eq_mul, div_eq_mul_inv]
  linear_combination (u ⬝ᵥ v) * h
```

## An orthogonal change of frame

The hypothesis `Rᵀ * R = 1` says that $R$ is a rotation or a reflection, possibly combined. Then

$$(Ru)\cdot(Rv)=u\cdot(R^{T}Rv)=u\cdot v,$$

so every term of the double sum is unchanged, whatever the function $P$. The Lean proof moves $R$ across the dot product and replaces $R^TR$ by the identity. The values in the table therefore hold for every orientation of the shell.

Without orthogonality the invariance can fail. Doubling the length of a single unit bond, for example, replaces $P_4(1)$ by $P_4(4)$.

```lean
/-- The squared bond-order parameter does not change when all bonds are carried along by one
orthogonal map. -/
theorem Qsq_rotate {ι : Type*} [Fintype ι] (P : ℝ → ℝ) (r : ι → Fin 3 → ℝ)
    (R : Matrix (Fin 3) (Fin 3) ℝ) (hR : Rᵀ * R = 1) :
    Qsq P (fun i => R *ᵥ r i) = Qsq P r := by
  have h : ∀ u v : Fin 3 → ℝ, (R *ᵥ u) ⬝ᵥ (R *ᵥ v) = u ⬝ᵥ v := by
    intro u v
    rw [Matrix.dotProduct_mulVec, ← Matrix.mulVec_transpose, Matrix.mulVec_mulVec, hR,
      Matrix.one_mulVec]
  simp only [Qsq, h]
```

## Even $P$: half a shell is enough

Evenness means that a bond and its opposite contribute alike. For $N$ axes $a_i$, the full shell has $2N$ bonds. Its double sum splits into four parts according to the signs, with arguments $a_i\cdot a_j$, $-a_i\cdot a_j$, $-a_i\cdot a_j$ and $a_i\cdot a_j$. For even $P$ all four parts agree, and

$$\frac{4\sum_{i,j}P(a_i\cdot a_j)}{(2N)^2}=\frac{\sum_{i,j}P(a_i\cdot a_j)}{N^2}.$$

In the proof, `hs` is the factor 4 in the numerator and `hc` the factor 4 in the denominator.

For a function that is not even the step can fail: with $P(x)=x$, a single unit bond gives 1, but the bond together with its opposite gives 0.

```lean
/-- For an even `P`, adding the opposite of every bond leaves the squared bond-order parameter
unchanged. -/
theorem Qsq_shell {ι : Type*} [Fintype ι] {P : ℝ → ℝ} (hP : ∀ x, P (-x) = P x)
    (a : ι → Fin 3 → ℝ) : Qsq P (shell a) = Qsq P a := by
  -- the four sign combinations contribute equally
  have hs : ∑ i, ∑ j, P (shell a i ⬝ᵥ shell a j) = 4 * ∑ i, ∑ j, P (a i ⬝ᵥ a j) := by
    simp only [shell, Fintype.sum_sum_type, Sum.elim_inl, Sum.elim_inr, neg_dotProduct,
      dotProduct_neg, hP, Finset.sum_add_distrib]
    ring
  have hc : (Fintype.card (ι ⊕ ι) : ℝ) ^ 2 = 4 * (Fintype.card ι : ℝ) ^ 2 := by
    rw [Fintype.card_sum]
    push_cast
    ring
  rw [Qsq, Qsq, hs, hc, mul_div_mul_left _ _ (by norm_num : (4 : ℝ) ≠ 0)]
```

## Unit length and one common angle

Take $n+1$ axes. Hypothesis `h1` says that each has unit length, and `h` says that any two different axes have cosine $x$ or $-x$. The sign depends only on which end of an axis was listed, and evenness removes it. Each row of the double sum is then

$$\sum_j P(a_i\cdot a_j)=P(1)+nP(x).$$

There are $n+1$ such rows, so division by $(n+1)^2$ gives

$$\frac{P(1)+nP(x)}{n+1}.$$

For a single axis, $n=0$, this is $P(1)$.

The Lean proof separates the term $j=i$ from the row with `Finset.add_sum_erase`. It uses `h1` for that term, and `h` with evenness for the others. Without unit length, the self-term would be $P(|a_i|^2)$ instead of $P(1)$. Without a common angle, the terms with $j\ne i$ can take several values, as they do for fcc.

```lean
/-- For `n + 1` unit axes whose mutual cosines all equal `x` up to sign, and an even `P`, the
squared bond-order parameter is `(P 1 + n P x) / (n + 1)`. -/
theorem Qsq_equiangular {n : ℕ} {P : ℝ → ℝ} (hP : ∀ x, P (-x) = P x)
    (a : Fin (n + 1) → Fin 3 → ℝ) (x : ℝ) (h1 : ∀ i, a i ⬝ᵥ a i = 1)
    (h : ∀ i j, i ≠ j → (a i ⬝ᵥ a j) ^ 2 = x ^ 2) :
    Qsq P a = (P 1 + n * P x) / (n + 1) := by
  -- every axis sees itself once and `n` others at the same angle
  have row : ∀ i, ∑ j, P (a i ⬝ᵥ a j) = P 1 + n * P x := by
    intro i
    have off : ∀ j ∈ Finset.univ.erase i, P (a i ⬝ᵥ a j) = P x := by
      intro j hj
      rcases sq_eq_sq_iff_eq_or_eq_neg.mp (h i j (Finset.ne_of_mem_erase hj).symm) with e | e
      · rw [e]
      · rw [e, hP]
    have e := Finset.add_sum_erase Finset.univ (fun j => P (a i ⬝ᵥ a j)) (Finset.mem_univ i)
    rw [← e, Finset.sum_congr rfl off]
    simp [h1]
  have hn : (n : ℝ) + 1 ≠ 0 := by positivity
  simp only [Qsq, row, Finset.sum_const, Finset.card_univ, Fintype.card_fin, nsmul_eq_mul]
  push_cast
  field_simp
```

Unit length is proved for all three sets. Before normalisation, the squared lengths are 1, 2 and $1+\varphi^2$.

```lean
/-- The simple cubic, fcc and icosahedral axes all have unit length. -/
theorem axes_unit : (∀ i, scAxis i ⬝ᵥ scAxis i = 1) ∧ (∀ i, fccAxis i ⬝ᵥ fccAxis i = 1) ∧
    (∀ i, icoAxis i ⬝ᵥ icoAxis i = 1) := by
  refine ⟨fun i => ?_, fun i => ?_, fun i => ?_⟩
  · fin_cases i <;> simp [scAxis, dotProduct, Fin.sum_univ_three]
  · unfold fccAxis
    rw [scaled_dot (by norm_num)]
    fin_cases i <;> simp [fccVec, dotProduct, Fin.sum_univ_three]
  · have hv : icoVec i ⬝ᵥ icoVec i = 1 + golden ^ 2 := by
      fin_cases i <;> simp [icoVec, dotProduct, Fin.sum_univ_three] <;> ring
    unfold icoAxis
    rw [scaled_dot (by positivity), hv, div_self (by positivity)]
```

For the icosahedron the common angle follows from $\varphi^2=\varphi+1$. Before normalisation, two different axes have inner product $\pm\varphi$ or $1-\varphi^2=-\varphi$. Also

$$(1+\varphi^2)^2=(\varphi+2)^2=\varphi^2+4\varphi+4=5\varphi+5=5\varphi^2,$$

so the squared cosine is $\varphi^2/(1+\varphi^2)^2=1/5$. In Lean, `hg` is the golden-ratio identity, `hv` checks the pairs of axes, and the last `linear_combination` carries out the reduction to $1/5$.

```lean
/-- Any two different icosahedral axes have squared cosine `1/5`. -/
theorem ico_cos_sq (i j : Fin 6) (hij : i ≠ j) : (icoAxis i ⬝ᵥ icoAxis j) ^ 2 = 1 / 5 := by
  have hg : golden ^ 2 = golden + 1 := by
    have h5 := Real.sq_sqrt (show (0 : ℝ) ≤ 5 by norm_num)
    unfold golden
    linear_combination h5 / 4
  -- before normalisation every mutual inner product is the golden ratio up to sign
  have hv : (icoVec i ⬝ᵥ icoVec j) ^ 2 = golden ^ 2 := by
    fin_cases i <;> fin_cases j <;>
      simp [icoVec, dotProduct, Fin.sum_univ_three] at hij ⊢
    all_goals linear_combination (golden ^ 2 + golden - 1) * hg
  unfold icoAxis
  rw [scaled_dot (by positivity), div_pow, hv, div_eq_iff (by positivity)]
  linear_combination (-(golden ^ 2 + golden - 1) / 5) * hg
```

## Simple cubic: perpendicular axes

Here $n=2$ and $x=0$. Since $P_4(1)=P_6(1)=1$, $P_4(0)=3/8$ and $P_6(0)=-5/16$,

$$Q_4^2=\frac{1+2\cdot\frac38}{3}=\frac7{12},\qquad Q_6^2=\frac{1-2\cdot\frac5{16}}{3}=\frac18.$$

The proof checks perpendicularity pair by pair, passes from the shell to its axes with `Qsq_shell`, and applies `Qsq_equiangular`.

```lean
/-- The six simple cubic bonds have `Q4² = 7/12` and `Q6² = 1/8`. -/
theorem simple_cubic :
    Qsq legendre4 (shell scAxis) = 7 / 12 ∧ Qsq legendre6 (shell scAxis) = 1 / 8 := by
  have h : ∀ i j, i ≠ j → (scAxis i ⬝ᵥ scAxis j) ^ 2 = (0 : ℝ) ^ 2 := by
    intro i j hij
    fin_cases i <;> fin_cases j <;>
      simp [scAxis, dotProduct, Fin.sum_univ_three] at hij ⊢
  constructor
  · refine (Qsq_shell legendre_even.1 _).trans
      ((Qsq_equiangular (n := 2) legendre_even.1 scAxis 0 axes_unit.1 h).trans ?_)
    norm_num [legendre4]
  · refine (Qsq_shell legendre_even.2 _).trans
      ((Qsq_equiangular (n := 2) legendre_even.2 scAxis 0 axes_unit.1 h).trans ?_)
    norm_num [legendre6]
```

## Fcc: equal row sums without a common angle

The fcc axes do not satisfy the common-angle hypothesis. Each axis is perpendicular to one other and has cosine $\pm\frac12$ with the remaining four. Every row sum is therefore $P(1)+P(0)+4P(\tfrac12)$. With

$$P_4(\tfrac12)=-\frac{37}{128},\qquad P_6(\tfrac12)=\frac{331}{1024},$$

the row sums are

$$1+\frac38-\frac{37}{32}=\frac7{32},\qquad 1-\frac5{16}+\frac{331}{256}=\frac{507}{256}.$$

Six equal rows divided by $6^2$ leave a factor $1/6$, which gives $7/192$ and $169/512$. The proof evaluates the rows directly in `row4` and `row6`; evenness is still needed to pass from twelve bonds to six axes.

```lean
/-- The twelve fcc bonds have `Q4² = 7/192` and `Q6² = 169/512`. -/
theorem face_centred_cubic :
    Qsq legendre4 (shell fccAxis) = 7 / 192 ∧ Qsq legendre6 (shell fccAxis) = 169 / 512 := by
  have hd : ∀ i j, fccAxis i ⬝ᵥ fccAxis j = (fccVec i ⬝ᵥ fccVec j) / 2 :=
    fun i j => scaled_dot (by norm_num) _ _
  -- every axis contributes the same amount
  have row4 : ∀ i, ∑ j, legendre4 (fccAxis i ⬝ᵥ fccAxis j) = 7 / 32 := by
    intro i
    simp only [hd, Fin.sum_univ_six]
    fin_cases i <;> simp [fccVec, dotProduct, Fin.sum_univ_three, legendre4] <;> norm_num
  have row6 : ∀ i, ∑ j, legendre6 (fccAxis i ⬝ᵥ fccAxis j) = 507 / 256 := by
    intro i
    simp only [hd, Fin.sum_univ_six]
    fin_cases i <;> simp [fccVec, dotProduct, Fin.sum_univ_three, legendre6] <;> norm_num
  rw [Qsq_shell legendre_even.1, Qsq_shell legendre_even.2]
  simp only [Qsq, row4, row6, Finset.sum_const, Finset.card_univ, Fintype.card_fin,
    nsmul_eq_mul]
  norm_num
```

## Icosahedron: cosine $\pm1/\sqrt5$

Now $n=5$ and $x=1/\sqrt5$. The polynomials give

$$P_4(x)=\frac{\frac{35}{25}-\frac{30}{5}+3}{8}=-\frac15,$$

$$P_6(x)=\frac{\frac{231}{125}-\frac{315}{25}+\frac{105}{5}-5}{16}=\frac{41}{125}.$$

Hence

$$Q_4^2=\frac{1-1}{6}=0,\qquad Q_6^2=\frac{1+\frac{41}{25}}{6}=\frac{11}{25}.$$

In the proof, `h2`, `h4` and `h6` supply the even powers of $1/\sqrt5$, and `ico_cos_sq` supplies the common angle.

```lean
/-- The twelve icosahedral bonds have `Q4² = 0` and `Q6² = 11/25`. -/
theorem icosahedral :
    Qsq legendre4 (shell icoAxis) = 0 ∧ Qsq legendre6 (shell icoAxis) = 11 / 25 := by
  have h2 : (√5)⁻¹ ^ 2 = (1 / 5 : ℝ) := by
    rw [inv_pow, Real.sq_sqrt (by norm_num)]
    norm_num
  have h4 : (√5)⁻¹ ^ 4 = (1 / 25 : ℝ) := by
    rw [show (√5)⁻¹ ^ 4 = ((√5)⁻¹ ^ 2) ^ 2 by ring, h2]
    norm_num
  have h6 : (√5)⁻¹ ^ 6 = (1 / 125 : ℝ) := by
    rw [show (√5)⁻¹ ^ 6 = ((√5)⁻¹ ^ 2) ^ 3 by ring, h2]
    norm_num
  have h : ∀ i j, i ≠ j → (icoAxis i ⬝ᵥ icoAxis j) ^ 2 = (√5)⁻¹ ^ 2 :=
    fun i j hij => (ico_cos_sq i j hij).trans h2.symm
  constructor
  · refine (Qsq_shell legendre_even.1 _).trans
      ((Qsq_equiangular (n := 5) legendre_even.1 icoAxis _ axes_unit.2.2 h).trans ?_)
    simp only [legendre4, h2, h4]
    norm_num
  · refine (Qsq_shell legendre_even.2 _).trans
      ((Qsq_equiangular (n := 5) legendre_even.2 icoAxis _ axes_unit.2.2 h).trans ?_)
    simp only [legendre6, h2, h4, h6]
    norm_num

end

end BondOrderInvariants
```

```lean
#print axioms BondOrderInvariants.Qsq_rotate
#print axioms BondOrderInvariants.simple_cubic
#print axioms BondOrderInvariants.face_centred_cubic
#print axioms BondOrderInvariants.icosahedral
```

```
'BondOrderInvariants.Qsq_rotate' depends on axioms: [propext, Classical.choice, Quot.sound]
'BondOrderInvariants.simple_cubic' depends on axioms: [propext, Classical.choice, Quot.sound]
'BondOrderInvariants.face_centred_cubic' depends on axioms: [propext, Classical.choice, Quot.sound]
'BondOrderInvariants.icosahedral' depends on axioms: [propext, Classical.choice, Quot.sound]
```
